# Particle-hole symmetry and gap closing in the Kitaev chain with real parameters

When the chemical potential is scanned in a Kitaev-chain calculation, it is useful to know in advance the values at which the bulk gap closes. For the translation-invariant mean-field model with real parameters and nonzero pairing, these values follow from a 2×2 determinant. The same matrix has a symmetry linking the energies at k and −k, which gives a quick test of a Bogoliubov–de Gennes code for this non-interacting chain.

## The Bloch Hamiltonian and its conventions

Let μ be the chemical potential, t the hopping, D the pairing strength and k the momentum in units of the inverse lattice spacing. All four are real. If the lattice Hamiltonian has the pairing term Δ₀ c_j c_{j+1} + h.c. on each bond, where c_j annihilates a fermion on site j, then |D| = 2|Δ₀|. Define

ξ(k) = −μ − 2t cos k

Δ(k) = D sin k

H(k) = ξ(k) τ_z + Δ(k) τ_y

where τ_x, τ_y, τ_z are the Pauli matrices in particle-hole space. In the code these functions are `xi`, `pairing` and `bloch`. Vector components carry the indices 0 (particle) and 1 (hole), and k runs over all real numbers, not just one Brillouin zone.

The matrix H(k) is the starting point; it is not derived here from a lattice Hamiltonian. The problems concern the bulk spectrum. They locate the gap closings, but they do not compute a topological invariant or establish Majorana end states.

```lean
import Mathlib

open Matrix

namespace KitaevChain

noncomputable section

/-- The Pauli matrix `τ_x` in particle-hole space. -/
def tauX : Matrix (Fin 2) (Fin 2) ℂ := !![0, 1; 1, 0]

/-- The Pauli matrix `τ_y` in particle-hole space. -/
def tauY : Matrix (Fin 2) (Fin 2) ℂ := !![0, -Complex.I; Complex.I, 0]

/-- The Pauli matrix `τ_z` in particle-hole space. -/
def tauZ : Matrix (Fin 2) (Fin 2) ℂ := !![1, 0; 0, -1]

/-- The normal-state energy `-μ - 2t cos k`, measured from the chemical potential. -/
def xi (mu t k : ℝ) : ℝ := -mu - 2 * t * Real.cos k

/-- The p-wave pairing amplitude `D sin k`. -/
def pairing (D k : ℝ) : ℝ := D * Real.sin k

/-- The Bloch Hamiltonian of the Kitaev chain,
`H(k) = (-μ - 2t cos k) τ_z + D sin k τ_y`. -/
def bloch (mu t D k : ℝ) : Matrix (Fin 2) (Fin 2) ℂ :=
  (xi mu t k : ℂ) • tauZ + (pairing D k : ℂ) • tauY
```

The particle-hole operation P conjugates a vector and then swaps its components:

P v = τ_x conj(v)

```lean
/-- The antiunitary particle-hole operation: complex conjugation followed by `τ_x`. -/
def particleHole (v : Fin 2 → ℂ) : Fin 2 → ℂ :=
  tauX *ᵥ fun i => starRingEnd ℂ (v i)
```

## (a) Conjugating the Hamiltonian

**Task.** Show that, for every real k,

τ_x conj(H(k)) τ_x = −H(−k).

**Solution.** Entrywise conjugation leaves τ_z unchanged and reverses the sign of τ_y. Conjugation by τ_x reverses both:

τ_x τ_z τ_x = −τ_z, τ_x τ_y τ_x = −τ_y.

The left side is therefore

−ξ(k) τ_z + Δ(k) τ_y.

Since ξ is even and Δ is odd in k, the right side is

−ξ(−k) τ_z − Δ(−k) τ_y = −ξ(k) τ_z + Δ(k) τ_y.

In Lean, `.map (starRingEnd ℂ)` is the entrywise conjugate, without a transpose. The proof first records the two parities as `hxi` and `hp`, then compares the four matrix entries.

```lean
/-- Particle-hole symmetry of the Kitaev chain: `τ_x conj(H(k)) τ_x = -H(-k)`. -/
theorem particle_hole_symmetry (mu t D k : ℝ) :
    tauX * (bloch mu t D k).map (starRingEnd ℂ) * tauX = -bloch mu t D (-k) := by
  -- the normal-state energy is even in k, the pairing is odd
  have hxi : xi mu t (-k) = xi mu t k := by simp [xi]
  have hp : pairing D (-k) = -pairing D k := by simp [pairing]
  unfold bloch
  rw [hxi, hp]
  ext i j
  -- write the products out in entries, then compare the four entries
  simp only [Matrix.mul_apply, Fin.sum_univ_two, Matrix.map_apply]
  fin_cases i <;> fin_cases j <;> simp [tauX, tauY, tauZ]
```

## (b) The partner of an eigenvector

**Task.** Let v ≠ 0 satisfy H(k) v = E v with E real. Show that P v ≠ 0 and

H(−k) P v = −E P v.

**Solution.** The components of P v are conj(v₁) and conj(v₀), so P v vanishes only if v does. Multiplying the identity in (a) by τ_x from the right and using τ_x² = 1 gives

H(−k) τ_x = −τ_x conj(H(k)).

Apply this to conj(v):

H(−k) P v = −τ_x conj(H(k)) conj(v) = −τ_x conj(H(k) v) = −E P v.

The last step uses conj(E) = E. The theorem asks only for a nonzero vector; if v is normalised, so is P v.

The first half of the proof reads v = 0 off the components of P v = 0. In the second, `hc` is the conjugated eigenvalue equation, `hxx` is τ_x² = 1, and `hx` moves τ_x through the Hamiltonian.

```lean
/-- The particle-hole operation turns a nonzero eigenvector of `H(k)` with real energy `E`
into a nonzero eigenvector of `H(-k)` with energy `-E`. -/
theorem particle_hole_partner (mu t D k E : ℝ) (v : Fin 2 → ℂ) (hv : v ≠ 0)
    (h : bloch mu t D k *ᵥ v = (E : ℂ) • v) :
    particleHole v ≠ 0 ∧
      bloch mu t D (-k) *ᵥ particleHole v = (-(E : ℂ)) • particleHole v := by
  constructor
  · intro h0
    apply hv
    have a := congrFun h0 0
    have b := congrFun h0 1
    simp [particleHole, tauX, Matrix.mulVec, dotProduct, Fin.sum_univ_two] at a b
    ext i
    fin_cases i
    · simpa using b
    · simpa using a
  · -- the complex conjugate of the eigenvalue equation
    have hc : (bloch mu t D k).map (starRingEnd ℂ) *ᵥ (fun i => starRingEnd ℂ (v i))
        = (E : ℂ) • fun i => starRingEnd ℂ (v i) := by
      ext i
      have hi := congrArg (starRingEnd ℂ) (congrFun h i)
      simp only [Matrix.mulVec, dotProduct, Fin.sum_univ_two, Pi.smul_apply, smul_eq_mul,
        map_add, map_mul, Complex.conj_ofReal] at hi
      simp only [Matrix.mulVec, dotProduct, Fin.sum_univ_two, Pi.smul_apply, smul_eq_mul,
        Matrix.map_apply]
      exact hi
    have hxx : tauX * tauX = 1 := by
      ext i j
      fin_cases i <;> fin_cases j <;> simp [tauX, Matrix.mul_apply, Fin.sum_univ_succ]
    -- move τ_x through the Hamiltonian
    have hx : bloch mu t D (-k) * tauX
        = -(tauX * (bloch mu t D k).map (starRingEnd ℂ)) := by
      calc bloch mu t D (-k) * tauX
          = -(tauX * (bloch mu t D k).map (starRingEnd ℂ) * tauX) * tauX := by
            rw [particle_hole_symmetry, neg_neg]
        _ = -(tauX * (bloch mu t D k).map (starRingEnd ℂ) * (tauX * tauX)) := by
            noncomm_ring
        _ = -(tauX * (bloch mu t D k).map (starRingEnd ℂ)) := by
            rw [hxx, mul_one]
    unfold particleHole
    rw [Matrix.mulVec_mulVec, hx, Matrix.neg_mulVec, ← Matrix.mulVec_mulVec, hc,
      Matrix.mulVec_smul, neg_smul]
```

## (c) The secular determinant

**Task.** For any complex E, show that

det(H(k) − E) = E² − (ξ(k)² + Δ(k)²).

**Solution.** The rows of H(k) are (ξ, −iΔ) and (iΔ, −ξ), so

det(H(k) − E) = (ξ − E)(−ξ − E) − (−iΔ)(iΔ)

= E² − ξ² − Δ².

The two energies are thus ±√(ξ² + Δ²). In the Lean statement, the sum of squares is formed as a real number and then regarded as complex. The proof expands the 2×2 determinant, and `linear_combination` supplies i² = −1.

```lean
/-- The secular determinant of the Kitaev chain:
`det(H(k) - E) = E² - ((μ + 2t cos k)² + D² sin² k)`. -/
theorem secular_det (mu t D k : ℝ) (E : ℂ) :
    (bloch mu t D k - E • (1 : Matrix (Fin 2) (Fin 2) ℂ)).det
      = E ^ 2 - ((xi mu t k ^ 2 + pairing D k ^ 2 : ℝ) : ℂ) := by
  rw [Matrix.det_fin_two]
  simp [bloch, tauY, tauZ]
  linear_combination (pairing D k : ℂ) ^ 2 * Complex.I_sq
```

## (d) Zero energy at a given momentum

**Task.** Show that

det H(k) = 0 ⇔ ξ(k) = 0 and Δ(k) = 0.

**Solution.** Setting E = 0 in (c) gives

det H(k) = −(ξ(k)² + Δ(k)²).

Both squares are nonnegative because the parameters are real, so their sum vanishes only if each does. The converse is immediate.

The code obtains this formula as `hneg`, passes from a complex to a real equation, and uses `sq_nonneg` to make each square zero.

```lean
/-- The determinant of `H(k)` vanishes exactly when the normal-state energy and the
pairing amplitude both vanish at `k`. -/
theorem det_eq_zero_iff (mu t D k : ℝ) :
    (bloch mu t D k).det = 0 ↔ xi mu t k = 0 ∧ pairing D k = 0 := by
  have hdet := secular_det mu t D k 0
  rw [zero_smul, sub_zero] at hdet
  have hneg : (bloch mu t D k).det
      = -((xi mu t k ^ 2 + pairing D k ^ 2 : ℝ) : ℂ) := by
    rw [hdet]
    ring
  rw [hneg, neg_eq_zero, Complex.ofReal_eq_zero]
  constructor
  · -- a sum of two real squares vanishes only if both do
    intro h
    have h1 : xi mu t k ^ 2 = 0 := by
      linarith [sq_nonneg (xi mu t k), sq_nonneg (pairing D k)]
    have h2 : pairing D k ^ 2 = 0 := by
      linarith [sq_nonneg (xi mu t k), sq_nonneg (pairing D k)]
    exact ⟨(pow_eq_zero_iff two_ne_zero).mp h1, (pow_eq_zero_iff two_ne_zero).mp h2⟩
  · rintro ⟨h1, h2⟩
    rw [h1, h2]
    norm_num
```

## (e) Gap closing with pairing

**Task.** Let D ≠ 0. Show that

det H(k) = 0 for some real k ⇔ μ = 2t or μ = −2t.

**Solution.** By (d), a zero requires D sin k = 0. Since D ≠ 0, sin k = 0 and hence cos k = ±1. The condition ξ(k) = 0 then reads

cos k = 1: μ = −2t

cos k = −1: μ = 2t.

Conversely, k = 0 gives a zero when μ = −2t, and k = π gives one when μ = 2t. For t = 0 the two values coincide at μ = 0.

The Lean proof makes the same case split on cos k and supplies `Real.pi` and `0` as the momenta for the converse.

The hypothesis D ≠ 0 matters. Take D = 0, t = 1, μ = 0: at k = π/2 both ξ and Δ vanish, although μ is neither 2 nor −2.

Modelling a finite periodic ring of N sites would restrict k to the values 2πn/N with n an integer. For odd N the momentum π is then absent, and with D ≠ 0 an exact zero occurs only at μ = −2t.

```lean
/-- For nonzero pairing `D`, the determinant of `H(k)` vanishes at some real momentum
if and only if `μ = 2t` or `μ = -2t`. -/
theorem gap_closes_iff (mu t D : ℝ) (hD : D ≠ 0) :
    (∃ k : ℝ, (bloch mu t D k).det = 0) ↔ mu = 2 * t ∨ mu = -2 * t := by
  simp_rw [det_eq_zero_iff]
  constructor
  · rintro ⟨k, hxi, hp⟩
    unfold xi at hxi
    unfold pairing at hp
    -- the pairing vanishes only where cos k = 1 or cos k = -1
    have hs : Real.sin k = 0 := (mul_eq_zero.mp hp).resolve_left hD
    rcases Real.sin_eq_zero_iff_cos_eq.mp hs with hc | hc
    · right
      rw [hc] at hxi
      linarith
    · left
      rw [hc] at hxi
      linarith
  · rintro (h | h)
    · exact ⟨Real.pi, by rw [xi, Real.cos_pi, h]; ring, by simp [pairing]⟩
    · exact ⟨0, by rw [xi, Real.cos_zero, h]; ring, by simp [pairing]⟩
```

## (f) The chain without pairing

**Task.** Let D = 0. Show that

det H(k) = 0 for some real k ⇔ |μ| ≤ 2|t|.

**Solution.** Now Δ vanishes everywhere, and only ξ(k) = 0 remains:

μ = −2t cos k.

Taking absolute values gives |μ| = 2|t| |cos k| ≤ 2|t|. For the converse, suppose |μ| ≤ 2|t|. If t = 0, then μ = 0 and every k works. If t ≠ 0, then −μ/(2t) lies between −1 and 1, and

k = arccos(−μ/(2t))

is a Fermi momentum. The proof treats t = 0 separately for this reason; `hb` is the bound that allows the arccosine to be inverted.

```lean
/-- Without pairing, `D = 0`, the determinant of `H(k)` vanishes at some real momentum
if and only if `|μ| ≤ 2|t|`. -/
theorem normal_chain_gapless_iff (mu t : ℝ) :
    (∃ k : ℝ, (bloch mu t 0 k).det = 0) ↔ |mu| ≤ 2 * |t| := by
  simp_rw [det_eq_zero_iff]
  constructor
  · rintro ⟨k, hxi, -⟩
    unfold xi at hxi
    have hmu : mu = -(2 * t * Real.cos k) := by linarith
    rw [hmu, abs_neg, abs_mul, abs_mul, abs_two]
    exact mul_le_of_le_one_right (by positivity) (Real.abs_cos_le_one k)
  · intro h
    by_cases ht : t = 0
    · subst ht
      have hmu : mu = 0 := by simpa using h
      exact ⟨0, by simp [xi, hmu], by simp [pairing]⟩
    · -- the Fermi momentum solves cos k = -μ / (2t)
      have hb : |-mu / (2 * t)| ≤ 1 := by
        rw [abs_div, abs_neg, abs_mul, abs_two, div_le_one (by positivity)]
        exact h
      have hm : 2 * t * (-mu / (2 * t)) = -mu := by field_simp
      refine ⟨Real.arccos (-mu / (2 * t)), ?_, by simp [pairing]⟩
      rw [xi, Real.cos_arccos (abs_le.mp hb).1 (abs_le.mp hb).2, hm]
      ring

end

end KitaevChain
```

```lean
#print axioms KitaevChain.particle_hole_symmetry
#print axioms KitaevChain.particle_hole_partner
#print axioms KitaevChain.gap_closes_iff
#print axioms KitaevChain.normal_chain_gapless_iff
```

```
'KitaevChain.particle_hole_symmetry' depends on axioms: [propext, Classical.choice, Quot.sound]
'KitaevChain.particle_hole_partner' depends on axioms: [propext, Classical.choice, Quot.sound]
'KitaevChain.gap_closes_iff' depends on axioms: [propext, Classical.choice, Quot.sound]
'KitaevChain.normal_chain_gapless_iff' depends on axioms: [propext, Classical.choice, Quot.sound]
```
